# One hard-core radius R > b/π for each scattering length of a b²/r⁴ tail

A slow electron polarises a neutral atom and at long range is attracted by the potential −α/(2r⁴), in atomic units with polarisability α. At short range the Pauli principle can act as an effective repulsion from the occupied orbitals, which is modelled here by a hard core of radius R. Which R reproduces a given scattering length a?

Put α = b². If b > 0 and R > b/π, then

a = b cot(b/R) < R,

and every real a belongs to exactly one such R.

```lean
import Mathlib

open Real Filter Set Topology

namespace HardCorePolarizationTail

noncomputable section
```

## A bare tail outside a hard wall

The s-wave radial function u at zero energy obeys

u″ + b²u/r⁴ = 0 for r ≥ R, with u(R) = 0.

The wall stands for this effective short-range repulsion; that a real atom may be replaced by it is assumed. In `SolvesTail`, `u'` is a second function, required to be the slope of `u`, with one-sided derivatives at R.

```lean
/-- The function `u` with slope `u'` solves the zero-energy radial equation
`u'' + b² u / r⁴ = 0` on `r ≥ R`, with one-sided derivatives at `R`; meant for `R > 0`. -/
structure SolvesTail (b R : ℝ) (u u' : ℝ → ℝ) : Prop where
  hasSlope : ∀ r, R ≤ r → HasDerivWithinAt u (u' r) (Ici R) r
  schrodinger : ∀ r, R ≤ r → HasDerivWithinAt u' (-(b ^ 2 / r ^ 4) * u r) (Ici R) r
```

The sign convention is u ≈ r − a at large r. `IsScatteringLength` asks for some solution with u(R) = 0 and r − u(r) → a; the cotangent does not enter the definition.

```lean
/-- The number `a` is a scattering length of the hard core of radius `R > 0` with tail `b² / r⁴`:
some zero-energy solution vanishes at `R` and satisfies `r - u(r) → a` at large distance. -/
def IsScatteringLength (b R a : ℝ) : Prop :=
  ∃ u u' : ℝ → ℝ, SolvesTail b R u u' ∧ u R = 0 ∧ Tendsto (fun r => r - u r) atTop (𝓝 a)
```

By hand, try u = r sin θ with θ = φ − b/r and constant phase φ. Since θ′ = b/r²,

u′ = sin θ + (b/r) cos θ,
u″ = (b/r²) cos θ − (b/r²) cos θ − (b²/r³) sin θ = −b²u/r⁴.

`wave` and `waveSlope` are these u and u′, not normalised; `wave_solves` repeats the differentiation.

```lean
/-- The radial wave `r sin(φ - b/r)` with phase `φ`, for `r > 0`. -/
def wave (b φ r : ℝ) : ℝ := r * Real.sin (φ - b / r)

/-- The expression `sin(φ - b/r) + (b/r) cos(φ - b/r)` for the slope of the wave, for `r > 0`. -/
def waveSlope (b φ r : ℝ) : ℝ :=
  Real.sin (φ - b / r) + b / r * Real.cos (φ - b / r)

/-- For every phase, `r sin(φ - b/r)` solves the zero-energy equation outside a core of
positive radius. -/
theorem wave_solves {R : ℝ} (hR : 0 < R) (b φ : ℝ) :
    SolvesTail b R (wave b φ) (waveSlope b φ) := by
  have hq : ∀ r : ℝ, r ≠ 0 → HasDerivAt (fun x => b / x) (-(b / r ^ 2)) r := by
    intro r hr
    simpa only [div_eq_mul_inv, mul_neg] using (hasDerivAt_inv hr).const_mul b
  have hp : ∀ r : ℝ, r ≠ 0 → HasDerivAt (fun x => φ - b / x) (b / r ^ 2) r := by
    intro r hr
    simpa only [neg_neg] using (hq r hr).const_sub φ
  constructor
  · intro r hr
    have h0 : r ≠ 0 := (hR.trans_le hr).ne'
    have e : r * (b / r ^ 2) = b / r := by field_simp
    have h := (hasDerivAt_id' r).fun_mul (hp r h0).sin
    refine (h.congr_deriv ?_).hasDerivWithinAt
    dsimp only [waveSlope]
    linear_combination Real.cos (φ - b / r) * e
  · intro r hr
    have h0 : r ≠ 0 := (hR.trans_le hr).ne'
    have e : b / r * (b / r ^ 2) = b ^ 2 / r ^ 4 * r := by field_simp
    have h := (hp r h0).sin.fun_add ((hq r h0).fun_mul (hp r h0).cos)
    refine (h.congr_deriv ?_).hasDerivWithinAt
    dsimp only [wave]
    linear_combination -Real.sin (φ - b / r) * e
```

For two solutions u and v, the Wronskian u′v − uv′ has derivative u″v − uv″ = 0, so it keeps its value at R.

```lean
/-- The Wronskian of two zero-energy solutions keeps its value at the core for all `r ≥ R`. -/
theorem wronskian_const {b R r : ℝ} {u u' v v' : ℝ → ℝ} (hu : SolvesTail b R u u')
    (hv : SolvesTail b R v v') (hr : R ≤ r) :
    u' r * v r - u r * v' r = u' R * v R - u R * v' R := by
  have hd : ∀ x, R ≤ x →
      HasDerivWithinAt (fun x => u' x * v x - u x * v' x) 0 (Ici R) x := fun x hx =>
    (((hu.schrodinger x hx).fun_mul (hv.hasSlope x hx)).fun_sub
      ((hu.hasSlope x hx).fun_mul (hv.schrodinger x hx))).congr_deriv (by ring)
  have h := constant_of_has_deriv_right_zero (f := fun x => u' x * v x - u x * v' x)
    (a := R) (b := r)
    (fun x hx => (hd x hx.1).continuousWithinAt.mono Icc_subset_Ici_self)
    (fun x hx => (hd x hx.1).mono (Ici_subset_Ici.2 hx.1))
  exact h r ⟨hr, le_rfl⟩
```

Both conditions matter. Without the equation, u = r − R + c(1 − R/r) vanishes at R and gives a = R − c for any c. Without the wall, r sin(φ − b/r)/sin φ gives a = b cot φ, whatever R is.

## A tail of nonzero strength, b > 0

Physically, the atom is polarisable. Only b² enters the equation, so the sign of b is a convention, but b ≠ 0 is needed for a division. Let u be any solution with u(R) = 0, and now θ = b/R − b/r. Its Wronskians with r sin θ and r cos θ, evaluated at r and at R, give

u′ r sin θ − u (sin θ + (b/r) cos θ) = 0,
u′ r cos θ − u (cos θ − (b/r) sin θ) = R u′(R).

Multiply the second by sin θ, the first by cos θ, and subtract:

(b/r) u = R u′(R) sin θ, so u = K r sin(b/R − b/r) with K = R u′(R)/b.

`solution_unique` does this elimination with `linear_combination`; the phase b/R + π/2 supplies the cosine wave.

```lean
/-- For `b ≠ 0` and `R > 0`, every zero-energy solution that vanishes at the core is a multiple
of `r sin(b/R - b/r)`. -/
theorem solution_unique {b R r : ℝ} {u u' : ℝ → ℝ} (hb : b ≠ 0) (hR : 0 < R)
    (hu : SolvesTail b R u u') (h0 : u R = 0) (hr : R ≤ r) :
    u r = R * u' R / b * wave b (b / R) r := by
  -- Wronskians with the sine wave and with the cosine wave
  have h1 := wronskian_const hu (wave_solves hR b (b / R)) hr
  have h2 := wronskian_const hu (wave_solves hR b (b / R + π / 2)) hr
  have e : ∀ x, b / R + π / 2 - b / x = (b / R - b / x) + π / 2 := fun x => by ring
  simp only [wave, waveSlope, e, Real.sin_add_pi_div_two, Real.cos_add_pi_div_two, sub_self,
    Real.sin_zero, Real.cos_zero, h0] at h1 h2
  have e2 : b / r * r = b := div_mul_cancel₀ b (hR.trans_le hr).ne'
  have hsc := Real.sin_sq_add_cos_sq (b / R - b / r)
  simp only [wave]
  rw [div_mul_eq_mul_div, eq_div_iff hb]
  linear_combination (r * Real.sin (b / R - b / r)) * h2 - (r * Real.cos (b / R - b / r)) * h1
    - (u r * (Real.sin (b / R - b / r) ^ 2 + Real.cos (b / R - b / r) ^ 2)) * e2
    - b * u r * hsc
```

For large r, set t = 1/r. Then

r sin φ − r sin(φ − b/r) = [sin φ − sin(φ − bt)]/t → b cos φ,

a difference quotient at t = 0, in Lean as by hand.

```lean
/-- At large distance `r sin φ` exceeds the wave `r sin(φ - b/r)` by an amount that tends to
`b cos φ`. -/
theorem wave_asymptotics (b φ : ℝ) :
    Tendsto (fun r => r * Real.sin φ - wave b φ r) atTop (𝓝 (b * Real.cos φ)) := by
  have hg : HasDerivAt (fun t : ℝ => -Real.sin (φ - b * t)) (b * Real.cos φ) 0 :=
    ((((hasDerivAt_id' (0 : ℝ)).const_mul b).const_sub φ).sin.fun_neg).congr_deriv
      (by simp [mul_comm])
  have hi : Tendsto (fun r : ℝ => r⁻¹) atTop (𝓝[≠] 0) :=
    tendsto_nhdsWithin_iff.2 ⟨tendsto_inv_atTop_zero,
      (eventually_gt_atTop 0).mono fun r hr => inv_ne_zero hr.ne'⟩
  -- the limit is a difference quotient in the variable 1/r
  refine ((hasDerivAt_iff_tendsto_slope_zero.1 hg).comp hi).congr fun r => ?_
  simp only [Function.comp_apply, wave, inv_inv, zero_add, mul_zero, sub_zero, smul_eq_mul,
    div_eq_mul_inv]
  ring
```

The condition b ≥ 0 would be too weak: for b = 0 the solution is u = r − R, so a = R and the strict inequality fails.

## A radius above b/π

This puts x = b/R between 0 and π, so sin x > 0. Physically, the zero-energy wave has no node outside the core, and the tail is too weak to bind the electron.

```lean
/-- For `b > 0` and `R > b/π`, the radius is positive, and the phase `b/R` is below `π` and has
positive sine. -/
theorem core_phase {b R : ℝ} (hb : 0 < b) (h : b / π < R) :
    0 < R ∧ b / R < π ∧ 0 < Real.sin (b / R) := by
  have hR : 0 < R := (div_pos hb Real.pi_pos).trans h
  have h1 := (div_lt_iff₀ Real.pi_pos).1 h
  have h2 : b / R < π := (div_lt_iff₀ hR).2 (by linarith)
  exact ⟨hR, h2, Real.sin_pos_of_pos_of_lt_pi (div_pos hb hR) h2⟩
```

With u = K r sin(x − b/r),

r − u = r(1 − K sin x) + K[r sin x − r sin(x − b/r)].

The bracket tends to b cos x, so a finite limit forces K sin x = 1 and a = b cot x. The Lean proof obtains K sin x = 1 by multiplying by 1/r. Conversely, r sin(x − b/r)/sin x is the normalised solution.

```lean
/-- For `b > 0` and `R > b/π`, the scattering length exists and is `b cot(b/R)`, and no other
number is one. -/
theorem isScatteringLength_iff {b R a : ℝ} (hb : 0 < b) (h : b / π < R) :
    IsScatteringLength b R a ↔ a = b * Real.cot (b / R) := by
  obtain ⟨hR, -, hs⟩ := core_phase hb h
  have hasy := wave_asymptotics b (b / R)
  constructor
  · rintro ⟨u, u', hu, h0, hlim⟩
    obtain ⟨K, hK⟩ : ∃ K, ∀ r, R ≤ r → u r = K * wave b (b / R) r :=
      ⟨_, fun r hr => solution_unique hb.ne' hR hu h0 hr⟩
    have hlin : Tendsto (fun r => r * (1 - K * Real.sin (b / R))) atTop
        (𝓝 (a - K * (b * Real.cos (b / R)))) := by
      refine (hlim.sub (hasy.const_mul K)).congr' ?_
      filter_upwards [eventually_ge_atTop R] with r hr
      linear_combination -hK r hr
    -- a finite limit forces unit slope at infinity
    have hc : Tendsto (fun _ : ℝ => 1 - K * Real.sin (b / R)) atTop
        (𝓝 ((a - K * (b * Real.cos (b / R))) * 0)) := by
      refine (hlin.mul tendsto_inv_atTop_zero).congr' ?_
      filter_upwards [eventually_gt_atTop 0] with r hr
      rw [mul_right_comm, mul_inv_cancel₀ hr.ne', one_mul]
    have hK1 := (tendsto_nhds_unique tendsto_const_nhds hc).trans (mul_zero _)
    have hz : Tendsto (fun _ : ℝ => (0 : ℝ)) atTop
        (𝓝 (a - K * (b * Real.cos (b / R)))) := by
      simpa only [hK1, mul_zero] using hlin
    have ha := tendsto_nhds_unique hz tendsto_const_nhds
    rw [Real.cot_eq_cos_div_sin, ← mul_div_assoc, eq_div_iff hs.ne']
    linear_combination Real.sin (b / R) * ha - b * Real.cos (b / R) * hK1
  · rintro rfl
    have hw := wave_solves hR b (b / R)
    refine ⟨fun r => (Real.sin (b / R))⁻¹ * wave b (b / R) r,
      fun r => (Real.sin (b / R))⁻¹ * waveSlope b (b / R) r,
      ⟨fun r hr => (hw.hasSlope r hr).const_mul _, fun r hr =>
        ((hw.schrodinger r hr).const_mul _).congr_deriv (mul_left_comm _ _ _)⟩,
      by simp [wave], ?_⟩
    have hl := hasy.const_mul (Real.sin (b / R))⁻¹
    have e : (Real.sin (b / R))⁻¹ * (b * Real.cos (b / R)) = b * Real.cot (b / R) := by
      rw [Real.cot_eq_cos_div_sin]; ring
    rw [e] at hl
    refine hl.congr fun r => ?_
    linear_combination r * inv_mul_cancel₀ hs.ne'
```

The claim a < R means x cos x < sin x. For x < π/2 this is x < tan x; for x ≥ π/2 the left side is at most 0 and the right side is positive. The proof splits the same way.

```lean
/-- For `b > 0` and `R > b/π`, the scattering length is smaller than the core radius. -/
theorem scatteringLength_lt_core {b R a : ℝ} (hb : 0 < b) (h : b / π < R)
    (ha : IsScatteringLength b R a) : a < R := by
  obtain ⟨hR, -, hs⟩ := core_phase hb h
  have hx : 0 < b / R := div_pos hb hR
  have key : b / R * Real.cos (b / R) < Real.sin (b / R) := by
    rcases lt_or_ge (b / R) (π / 2) with h1 | h1
    · have ht := Real.lt_tan hx h1
      rwa [Real.tan_eq_sin_div_cos,
        lt_div_iff₀ (Real.cos_pos_of_mem_Ioo ⟨by linarith, h1⟩)] at ht
    · have hc := Real.cos_nonpos_of_pi_div_two_le_of_le h1
        (by linarith [(core_phase hb h).2.1, Real.pi_pos])
      nlinarith [mul_nonneg hx.le (neg_nonneg.2 hc)]
  rw [(isScatteringLength_iff hb h).1 ha, Real.cot_eq_cos_div_sin, ← mul_div_assoc,
    div_lt_iff₀ hs]
  calc b * Real.cos (b / R) = R * (b / R * Real.cos (b / R)) := by
        linear_combination -Real.cos (b / R) * div_mul_cancel₀ b hR.ne'
    _ < R * Real.sin (b / R) := by gcongr
```

To invert, write a/b = cot x = tan(π/2 − x). As π/2 − x lies between −π/2 and π/2,

R = b/(π/2 − arctan(a/b)).

```lean
/-- For `b > 0` and among radii `R > b/π`, the core with scattering length `a` is the one with
`R = b / (π/2 - arctan(a/b))`. -/
theorem core_radius_iff {b R a : ℝ} (hb : 0 < b) (h : b / π < R) :
    IsScatteringLength b R a ↔ R = b / (π / 2 - Real.arctan (a / b)) := by
  obtain ⟨hR, hpi, -⟩ := core_phase hb h
  have hx : 0 < b / R := div_pos hb hR
  have hb0 : b ≠ 0 := hb.ne'
  have hR0 : R ≠ 0 := hR.ne'
  rw [isScatteringLength_iff hb h]
  constructor
  · intro ha
    have ht : a / b = Real.tan (π / 2 - b / R) := by
      rw [ha, Real.tan_eq_sin_div_cos, Real.sin_pi_div_two_sub, Real.cos_pi_div_two_sub,
        Real.cot_eq_cos_div_sin, mul_div_cancel_left₀ _ hb0]
    rw [ht, Real.arctan_tan (by linarith) (by linarith), sub_sub_cancel]
    field_simp
  · intro hRa
    have hD : 0 < π / 2 - Real.arctan (a / b) := by
      linarith [Real.arctan_lt_pi_div_two (a / b)]
    have hm := (eq_div_iff hD.ne').1 hRa
    have hph : b / R = π / 2 - Real.arctan (a / b) := by
      rw [div_eq_iff hR0]
      linear_combination -hm
    rw [hph, Real.cot_eq_cos_div_sin, Real.cos_pi_div_two_sub, Real.sin_pi_div_two_sub,
      ← Real.tan_eq_sin_div_cos, Real.tan_arctan]
    field_simp
```

The denominator lies between 0 and π, so this R exceeds b/π for every real a. That gives existence, and the formula gives uniqueness among all R > b/π, without using the condition a < R that the last theorem also lists.

```lean
/-- For `b > 0` and every real `a`, exactly one `R` satisfies these three conditions together:
`R > b/π`, `a` is a scattering length of the hard core of radius `R`, and `a < R`. -/
theorem existsUnique_core_radius {b : ℝ} (hb : 0 < b) (a : ℝ) :
    ∃! R, b / π < R ∧ IsScatteringLength b R a ∧ a < R := by
  have h1 := Real.arctan_lt_pi_div_two (a / b)
  have h2 := Real.neg_pi_div_two_lt_arctan (a / b)
  have h : b / π < b / (π / 2 - Real.arctan (a / b)) :=
    div_lt_div_of_pos_left hb (by linarith) (by linarith)
  have ha := (core_radius_iff hb h).2 rfl
  exact ⟨_, ⟨h, ha, scatteringLength_lt_core hb h ha⟩,
    fun R hR => (core_radius_iff hb hR.1).1 hR.2.1⟩

end

end HardCorePolarizationTail
```

```lean
#print axioms HardCorePolarizationTail.existsUnique_core_radius
```

```
'HardCorePolarizationTail.existsUnique_core_radius' depends on axioms: [propext, Classical.choice, Quot.sound]
```

With only R > 0, uniqueness fails: R = 2b/π and R = 2b/(3π) both give a = 0. At R = b/π the solutions vanishing at R stay bounded, and no scattering length exists.

Within this single-channel, zero-energy model, the formula sets the core radius of a polarisation potential from a prescribed scattering length, and it offers a reference value for a numerical radial solver.
